# With two occupied spin orbitals, the quadratic CCD terms sum to minus the correlation energy times the amplitudes

## Why do four contractions collapse to one product?

Take two occupied spin orbitals, 0 and 1, and two virtual ones, also numbered 0 and 1. Antisymmetry leaves one independent amplitude, \(\tau=t_{0101}\), and one independent integral, \(\nu=v_{0101}\), where the indices run over two occupied labels and then two virtual ones. The correlation energy is \(E=\nu\tau\). When I work out the four quadratic terms of coupled-cluster doubles (CCD) for this amplitude, I get

\[
A=\nu\tau^2,\qquad B=-2\nu\tau^2,\qquad C=-2\nu\tau^2,\qquad D=2\nu\tau^2 .
\]

So \(A=E\tau\), \(B=-2A\), \(C+D=0\), and the sum is \(-E\tau\). I believe the same relations hold for any number of virtual orbitals, and that they tell me which reweightings of the four terms still reproduce doubles CI for two electrons. Can this be proved in full, with a proof that a machine has checked?

## One pair function carries all the amplitudes

Yes. Here \(v_{klcd}=\langle kl\Vert cd\rangle\) is the antisymmetrised two-electron integral. Write \(P(ij)f_{ij}=f_{ij}-f_{ji}\), and sum over \(k,l,c,d\) throughout. The energy is \(E=\tfrac14\sum v_{klcd}t_{klcd}\), and the terms are

\[
\begin{aligned}
A_{ijab}&=\tfrac14\sum v_{klcd}\,t_{ijcd}\,t_{klab}, &
B_{ijab}&=-\tfrac12P(ij)\sum v_{klcd}\,t_{ikab}\,t_{jlcd},\\
C_{ijab}&=-\tfrac12P(ab)\sum v_{klcd}\,t_{ijac}\,t_{klbd}, &
D_{ijab}&=P(ij)\sum v_{klcd}\,t_{ikac}\,t_{jlbd}.
\end{aligned}
\]

With occupied labels 0 and 1 only, antisymmetry gives \(t_{ijab}=(j-i)\,t_{01ab}\). The occupied labels contribute just a sign or a zero, so in a product of two amplitudes whole occupied pairs can be swapped:

\[
t_{ijcd}\,t_{klab}=t_{ijab}\,t_{klcd}.
\]

Inserting this in \(A\) gives \(A_{ijab}=E\,t_{ijab}\) at once.

For \(B\) and \(D\) we need the identity

\[
(k-i)(l-j)-(k-j)(l-i)=(j-i)(l-k),
\]

which follows by expanding both sides. Multiplied by the two pair functions, it becomes an exchange relation:

\[
t_{ikab}\,t_{jlcd}-t_{jkab}\,t_{ilcd}=t_{ijab}\,t_{klcd}.
\]

Under the sum in \(B\) it gives \(B_{ijab}=-\tfrac12\,(4E)\,t_{ijab}=-2A_{ijab}\). With the virtual labels arranged as in \(D\), it gives

\[
D_{ijab}=X_{ijab},\qquad X_{ijab}=\sum v_{klcd}\,t_{ijac}\,t_{klbd}.
\]

By definition \(C_{ijab}=-\tfrac12(X_{ijab}-X_{ijba})\). In \(X_{ijba}\), rename \(c\leftrightarrow d\), use \(v_{kldc}=-v_{klcd}\), and swap the occupied pairs:

\[
X_{ijba}=\sum v_{kldc}\,t_{ijbd}\,t_{klac}=-\sum v_{klcd}\,t_{ijac}\,t_{klbd}=-X_{ijab}.
\]

Hence \(C=-X\) and \(C+D=0\).

For weights \(\alpha,\beta,\gamma\) it follows that

\[
\alpha A+\beta B+\gamma(C+D)=(\alpha-2\beta)\,E\,t .
\]

CCD has all weights equal to one, which gives \(-Et\). If \(E\ne0\), some amplitude is nonzero, so another choice of weights gives the same array exactly when \(\alpha-2\beta=-1\). The weight \(\gamma\) is free.

Now let \(u\) be the source term and \(L\) the linear doubles block. For such weights the amplitude equations \(u+Lt-Et=0\) say \(u+Lt=Et\). These are the doubles rows of a CI eigenvalue problem with reference coefficient one, and the reference row says that the eigenvalue is \(E\). For parametrised doubles methods of this form, without singles and with one weight shared by \(C\) and \(D\), \(\alpha-2\beta=-1\) is therefore the condition that keeps agreement with doubles CI for two electrons.

## What the Lean statements say

An `Amp o w K` is an array with two occupied labels from `o`, two virtual labels from `w`, and values in a field `K`. The two-electron theorems take `o` to be `Fin 2`, any finite `w`, and any `K` of characteristic zero, such as the real or complex numbers. The sums are unrestricted, which fixes the factor \(\tfrac14\) in `energy`. The definitions `termA` to `termD` transcribe the formulas above for any finite occupied set.

The hypothesis `ht` is antisymmetry of \(t\) in its occupied pair, and `hv` is antisymmetry of \(v\) in its virtual pair. Physical arrays have both antisymmetries, but the proof needs no more than these. `termA_eq` and `termB_eq` use `ht` alone.

In `cidHamiltonian`, a state is a reference coefficient together with a doubles array, and energies are measured from the reference energy. The source `u` stands for the coupling from the reference to the doubles. The linear map `L` stands for the Fock terms and the interactions among doubles. Both are arbitrary here: they are not tied to `v`, and no Hermiticity is assumed. `amplitude_equations_iff_cid` therefore covers the physical choice, but it doesn't derive the CCD equations from a many-electron Hamiltonian. Nor does it show that a solution exists. Single excitations are absent, so doubles CI is in general not the exact two-electron answer in the basis.

```lean
import Mathlib

open Finset

namespace TwoElectronCCD

/-- Four-index arrays `x i j a b` with occupied labels `i j` and virtual labels `a b`. -/
abbrev Amp (o w K : Type*) := o → o → w → w → K

section Definitions

variable {o w K : Type*} [Fintype o] [Fintype w] [Field K]

/-- The full contraction of the integrals `v` with an array `g` over `k l c d`. -/
def contract (v g : Amp o w K) : K :=
  ∑ k, ∑ l, ∑ c, ∑ d, v k l c d * g k l c d

/-- The doubles correlation energy, one quarter of the contraction of `v` with `t`. -/
def energy (v t : Amp o w K) : K := 1 / 4 * contract v t

/-- Term A: `(1/4) v_klcd t_ijcd t_klab`, summed over `k l c d`. -/
def termA (v t : Amp o w K) : Amp o w K := fun i j a b =>
  1 / 4 * contract v (fun k l c d => t i j c d * t k l a b)

/-- Term B: `-(1/2) P(ij) v_klcd t_ikab t_jlcd`, where `P(ij)` subtracts the exchange of
`i` and `j`. -/
def termB (v t : Amp o w K) : Amp o w K := fun i j a b =>
  -(1 / 2) * (contract v (fun k l c d => t i k a b * t j l c d)
    - contract v (fun k l c d => t j k a b * t i l c d))

/-- Term C: `-(1/2) P(ab) v_klcd t_ijac t_klbd`, where `P(ab)` subtracts the exchange of
`a` and `b`. -/
def termC (v t : Amp o w K) : Amp o w K := fun i j a b =>
  -(1 / 2) * (contract v (fun k l c d => t i j a c * t k l b d)
    - contract v (fun k l c d => t i j b c * t k l a d))

/-- Term D: `P(ij) v_klcd t_ikac t_jlbd`, summed over `k l c d`. -/
def termD (v t : Amp o w K) : Amp o w K := fun i j a b =>
  contract v (fun k l c d => t i k a c * t j l b d)
    - contract v (fun k l c d => t j k a c * t i l b d)

/-- The quadratic part of a parametrised doubles method, `α A + β B + γ (C + D)`.
CCD has all three weights equal to one. -/
def quadratic (α β γ : K) (v t : Amp o w K) : Amp o w K := fun i j a b =>
  α * termA v t i j a b + β * termB v t i j a b
    + γ * (termC v t i j a b + termD v t i j a b)

/-- The doubles CI Hamiltonian relative to the reference energy, acting on a reference
coefficient and a doubles array; `u` couples the reference to the doubles and `L` is the
doubles block. -/
def cidHamiltonian (v u : Amp o w K) (L : Amp o w K →ₗ[K] Amp o w K)
    (x : K × Amp o w K) : K × Amp o w K :=
  (energy v x.2, x.1 • u + L x.2)

/-- Contraction with the integrals respects differences. -/
theorem contract_sub (v g h : Amp o w K) :
    contract v g - contract v h = contract v (fun k l c d => g k l c d - h k l c d) := by
  simp only [contract, mul_sub, Finset.sum_sub_distrib]

end Definitions

variable {w K : Type*} [Fintype w] [Field K] [CharZero K]

omit [Fintype w] in
/-- With two occupied orbitals, amplitudes antisymmetric in the occupied pair are a sign
factor `j - i` times the single pair function `t 0 1`. -/
theorem pair_factor (t : Amp (Fin 2) w K) (ht : ∀ i j a b, t j i a b = -t i j a b)
    (i j : Fin 2) (a b : w) :
    t i j a b = (((j : ℕ) : K) - ((i : ℕ) : K)) * t 0 1 a b := by
  have hd : ∀ i, t i i a b = 0 := by
    intro i
    have h2 : (2 : K) * t i i a b = 0 := by linear_combination ht i i a b
    simpa using h2
  have h10 := ht 0 1 a b
  fin_cases i <;> fin_cases j <;> simp [hd, h10]

omit [Fintype w] in
/-- Exchange relation for two occupied orbitals and amplitudes antisymmetric in the occupied
pair: antisymmetrising a product in `i j` moves these labels onto one amplitude. -/
theorem exchange_relation (t : Amp (Fin 2) w K) (ht : ∀ i j a b, t j i a b = -t i j a b)
    (i j k l : Fin 2) (a b c d : w) :
    t i k a b * t j l c d - t j k a b * t i l c d = t i j a b * t k l c d := by
  have f := pair_factor t ht
  rw [f i k a b, f j l c d, f j k a b, f i l c d, f i j a b, f k l c d]
  ring

/-- For two occupied orbitals and amplitudes antisymmetric in the occupied pair, term A is
the correlation energy times the amplitude. -/
theorem termA_eq (v t : Amp (Fin 2) w K) (ht : ∀ i j a b, t j i a b = -t i j a b)
    (i j : Fin 2) (a b : w) : termA v t i j a b = energy v t * t i j a b := by
  have f := pair_factor t ht
  have h : contract v (fun k l c d => t i j c d * t k l a b)
      = contract v t * t i j a b := by
    simp only [contract, Finset.sum_mul]
    refine sum_congr rfl fun k _ => sum_congr rfl fun l _ =>
      sum_congr rfl fun c _ => sum_congr rfl fun d _ => ?_
    rw [f i j c d, f k l a b, f k l c d, f i j a b]
    ring
  unfold termA energy
  rw [h]
  ring

/-- For two occupied orbitals and amplitudes antisymmetric in the occupied pair, term B is
minus twice term A. -/
theorem termB_eq (v t : Amp (Fin 2) w K) (ht : ∀ i j a b, t j i a b = -t i j a b)
    (i j : Fin 2) (a b : w) : termB v t i j a b = -2 * termA v t i j a b := by
  have f := pair_factor t ht
  have h : (fun k l c d => t i k a b * t j l c d - t j k a b * t i l c d)
      = (fun k l c d => t i j c d * t k l a b) := by
    funext k l c d
    rw [exchange_relation t ht, f i j a b, f k l c d, f i j c d, f k l a b]
    ring
  unfold termB termA
  rw [contract_sub, h]
  ring

/-- For two occupied orbitals, terms C and D cancel when `t` is antisymmetric in the occupied
pair and `v` in the virtual pair. -/
theorem termC_add_termD (v t : Amp (Fin 2) w K) (ht : ∀ i j a b, t j i a b = -t i j a b)
    (hv : ∀ k l c d, v k l d c = -v k l c d) (i j : Fin 2) (a b : w) :
    termC v t i j a b + termD v t i j a b = 0 := by
  have f := pair_factor t ht
  -- D reduces to a single contraction by the exchange relation
  have hD : termD v t i j a b = contract v (fun k l c d => t i j a c * t k l b d) := by
    unfold termD
    rw [contract_sub]
    refine congrArg (contract v) ?_
    funext k l c d
    exact exchange_relation t ht i j k l a c b d
  -- exchanging a and b in C changes the sign, after relabelling c and d
  have hC : contract v (fun k l c d => t i j b c * t k l a d)
      = -contract v (fun k l c d => t i j a c * t k l b d) := by
    simp only [contract, ← Finset.sum_neg_distrib]
    refine sum_congr rfl fun k _ => sum_congr rfl fun l _ => ?_
    rw [Finset.sum_comm]
    refine sum_congr rfl fun c _ => sum_congr rfl fun d _ => ?_
    rw [hv k l c d, f i j b d, f k l a c, f i j a c, f k l b d]
    ring
  rw [hD]
  unfold termC
  rw [hC]
  ring

/-- For two occupied orbitals, `t` antisymmetric in the occupied pair and `v` in the virtual
pair, the weighted quadratic part is `(α - 2β)` times the energy times the amplitude. -/
theorem quadratic_eq (α β γ : K) (v t : Amp (Fin 2) w K)
    (ht : ∀ i j a b, t j i a b = -t i j a b) (hv : ∀ k l c d, v k l d c = -v k l c d) :
    quadratic α β γ v t = ((α - 2 * β) * energy v t) • t := by
  funext i j a b
  simp only [quadratic, Pi.smul_apply, smul_eq_mul]
  rw [termC_add_termD v t ht hv, termB_eq v t ht, termA_eq v t ht]
  ring

/-- For two occupied orbitals, `t` antisymmetric in the occupied pair, `v` in the virtual pair and
nonzero correlation energy, the weighted quadratic part agrees with that of CCD exactly when
`α - 2β = -1`. -/
theorem quadratic_eq_ccd_iff (α β γ : K) (v t : Amp (Fin 2) w K)
    (ht : ∀ i j a b, t j i a b = -t i j a b) (hv : ∀ k l c d, v k l d c = -v k l c d)
    (hE : energy v t ≠ 0) :
    quadratic α β γ v t = quadratic 1 1 1 v t ↔ α - 2 * β = -1 := by
  rw [quadratic_eq α β γ v t ht hv, quadratic_eq 1 1 1 v t ht hv]
  constructor
  · intro h
    by_contra hne
    have hne' : α - 2 * β + 1 ≠ 0 := fun h0 => hne (by linear_combination h0)
    -- otherwise every amplitude, and with it the energy, would vanish
    have h0 : ∀ i j a b, t i j a b = 0 := by
      intro i j a b
      have h1 := congrFun (congrFun (congrFun (congrFun h i) j) a) b
      simp only [Pi.smul_apply, smul_eq_mul] at h1
      have h2 : ((α - 2 * β + 1) * energy v t) * t i j a b = 0 := by
        linear_combination h1
      exact (mul_eq_zero.mp h2).resolve_left (mul_ne_zero hne' hE)
    exact hE (by simp [energy, contract, h0])
  · intro h
    rw [h]
    norm_num

/-- For two occupied orbitals, `t` antisymmetric in the occupied pair, `v` in the virtual pair
and `α - 2β = -1`, the amplitude equations hold exactly when the reference plus `t` is an
eigenvector of the doubles CI Hamiltonian. -/
theorem amplitude_equations_iff_cid (α β γ : K) (hαβ : α - 2 * β = -1)
    (v u t : Amp (Fin 2) w K) (L : Amp (Fin 2) w K →ₗ[K] Amp (Fin 2) w K)
    (ht : ∀ i j a b, t j i a b = -t i j a b) (hv : ∀ k l c d, v k l d c = -v k l c d) :
    u + L t + quadratic α β γ v t = 0 ↔
      ∃ ε : K, cidHamiltonian v u L (1, t) = ε • ((1 : K), t) := by
  have hq : quadratic α β γ v t = -(energy v t • t) := by
    rw [quadratic_eq α β γ v t ht hv, hαβ, neg_one_mul, neg_smul]
  rw [hq]
  constructor
  · intro h
    refine ⟨energy v t, Prod.ext ?_ ?_⟩
    · simp [cidHamiltonian]
    · change (1 : K) • u + L t = energy v t • t
      rw [one_smul]
      exact add_neg_eq_zero.mp h
  · rintro ⟨ε, h⟩
    -- the reference row fixes the eigenvalue, the doubles rows give the equations
    have h1 : energy v t = ε := by simpa [cidHamiltonian] using congrArg Prod.fst h
    have h2 : u + L t = ε • t := by simpa [cidHamiltonian] using congrArg Prod.snd h
    rw [h1, h2, add_neg_cancel]

/-- An array for four occupied and two virtual orbitals, in which the occupied pairs `0 1` and
`2 3` are both excited into the same virtual pair. -/
def twoPairs : Amp (Fin 4) (Fin 2) ℚ := fun i j a b =>
  (!![0, 1, 0, 0; -1, 0, 0, 0; 0, 0, 0, 1; 0, 0, -1, 0] : Matrix (Fin 4) (Fin 4) ℚ) i j
    * (!![0, 1; -1, 0] : Matrix (Fin 2) (Fin 2) ℚ) a b

/-- With four occupied orbitals both relations can fail: for `v = t = twoPairs`, antisymmetric
in each pair, B is not minus twice A, and C and D do not cancel. -/
theorem four_occupied_counterexample :
    (∀ i j a b, twoPairs j i a b = -twoPairs i j a b) ∧
    (∀ i j a b, twoPairs i j b a = -twoPairs i j a b) ∧
    termB twoPairs twoPairs 0 1 0 1 ≠ -2 * termA twoPairs twoPairs 0 1 0 1 ∧
    termC twoPairs twoPairs 0 1 0 1 + termD twoPairs twoPairs 0 1 0 1 ≠ 0 := by
  decide +kernel

end TwoElectronCCD
```

```lean
#print axioms TwoElectronCCD.quadratic_eq_ccd_iff
-- 'TwoElectronCCD.quadratic_eq_ccd_iff' depends on axioms: [propext, Classical.choice, Quot.sound]
#print axioms TwoElectronCCD.amplitude_equations_iff_cid
-- 'TwoElectronCCD.amplitude_equations_iff_cid' depends on axioms: [propext, Classical.choice, Quot.sound]
#print axioms TwoElectronCCD.four_occupied_counterexample
-- 'TwoElectronCCD.four_occupied_counterexample' depends on axioms: [propext, Classical.choice, Quot.sound]
```

## From the sign factor to the CI equation

`pair_factor` proves \(t_{ijab}=(j-i)t_{01ab}\). It first gets \(t_{iiab}=0\) from \(2t_{iiab}=0\), then checks the four cases of \(i,j\) with `fin_cases`. `exchange_relation` rewrites all six amplitudes in this form and leaves the polynomial identity to `ring`.

`termA_eq` compares the sums term by term and swaps the occupied pairs through the sign factors. `termB_eq` first merges the two contractions of \(P(ij)\) with `contract_sub`, then applies the exchange relation under the sum. In `termC_add_termD`, the step `hD` is \(D=X\) and the step `hC` is \(X_{ijba}=-X_{ijab}\). There `Finset.sum_comm` does the relabelling of \(c\) and \(d\), and `hv` supplies the sign.

`quadratic_eq` assembles the weighted sum. For the converse in `quadratic_eq_ccd_iff`, suppose \(\alpha-2\beta+1\neq0\). Equality of the two arrays then gives \((\alpha-2\beta+1)E\,t_{ijab}=0\) for all labels, so every amplitude vanishes and \(E=0\), a contradiction. In `amplitude_equations_iff_cid`, one direction supplies \(E\) as the eigenvalue, and the other reads it off the reference row.

`four_occupied_counterexample` shows that the separate relations can fail with more than two occupied orbitals. In `twoPairs`, the occupied pairs 01 and 23 each have an amplitude into the same virtual pair; these are alternative double excitations, not a simultaneous one. The exchange relation fails for \(i,j,k,l=0,1,2,3\): its left side vanishes and its right side need not. For the element \(0101\), the definitions give \(A=2\), \(B=-2\), \(C=-4\) and \(D=2\), so \(B\ne-2A\) and \(C+D=-2\). The sum of all four is still \(-2=-E\,t_{0101}\), with \(E=2\), because two virtual orbitals leave no room for a quadruple excitation. The example breaks the separate relations, not the total. Lean evaluates the finite sums over the rationals with `decide +kernel` and confirms both inequalities.

## Checking a spin-orbital CCD program

Suppose that a spin-orbital CCD code can evaluate the four terms separately. For a two-electron system, \(A\), \(B\) and \(C+D\) can then be compared with \(Et\), \(-2Et\) and zero, up to rounding, where \(E=\tfrac14\sum v_{klcd}t_{klcd}\) is evaluated from the same arrays. The amplitudes needn't be converged, since the identities hold for any antisymmetric \(t\) and \(v\); random antisymmetric arrays serve as well. A wrong prefactor or permutation sign in \(B\) then shows up without a reference energy from another program. Many codes, spin-orbital ones included, fold quadratic terms into intermediates together with linear ones; there the four terms have to be separated out first.

## Starting from the wavefunction

The model could also have begun in Fock space, with a Hamiltonian and a doubles operator \(T_2\). For two electrons \(T_2^2\) annihilates the reference, so the exponential stops after its linear term, and projecting the similarity-transformed equation onto the doubles gives the total \(-Et\) directly. That would tie \(u\), \(v\) and \(L\) to a single Hamiltonian. The total alone does not give the separate values of \(A\), \(B\) and \(C+D\), which the condition on the weights uses; for those, individual contractions would still need to be worked out.
